# Two particles on a DVR grid: only singlets feel the coincidence repulsion

## Two grid points

Put two electrons on a grid with points 0 and 1. Let the on-site energies be zero and the hopping matrix element be $-t$. The electrons repel with energy $w$ when they sit at different points and $u$ when they share one. Write $|ij\rangle$ for the spatial state with particle one at $i$ and particle two at $j$.

There is one antisymmetric state, $(|01\rangle-|10\rangle)/\sqrt2$. Hopping sends $|01\rangle$ and $|10\rangle$ to the same combination of $|00\rangle$ and $|11\rangle$, so the two contributions cancel. The energy is $w$, whatever $u$ is.

The symmetric state $(|01\rangle+|10\rangle)/\sqrt2$ couples to $(|00\rangle+|11\rangle)/\sqrt2$ with matrix element $-2t$. The lowest symmetric energy is therefore

$$\frac{u+w}{2}-\sqrt{\Big(\frac{u-w}{2}\Big)^2+4t^2}.$$

It does not decrease as $u$ grows, and it never exceeds $w$: when sharing a point is expensive, the electrons can sit apart. When $u$ is very negative, the energy follows $u$ downwards.

## The model on a general grid

In a discrete variable representation (DVR), a local interaction is commonly taken as diagonal in the grid points. For the Coulomb repulsion, the value at coincident points cannot be read off from $1/r$, so a finite number $u$ has to be supplied. It stands for the short-range repulsion averaged over one grid cell, or for whatever regularisation is chosen. The model uses the same $u$ at every point, as suits a uniform grid; on a non-uniform grid a cell average would in general vary from point to point.

Let $h$ be the one-body matrix, $U_{ij}=U_{ji}$ the repulsion at distinct points, and $\psi_{ij}$ a real two-particle amplitude. Set $W_{ij}=U_{ij}$ for $i\ne j$ and $W_{ii}=u$. The Hamiltonian is

$$(H_u\psi)_{ij}=\sum_k h_{ik}\psi_{kj}+\sum_k h_{jk}\psi_{ik}+W_{ij}\psi_{ij}.$$

With $\langle\varphi,\psi\rangle=\sum_{ij}\varphi_{ij}\psi_{ij}$, the energy of a normalised state is $E_u[\psi]=\langle\psi,H_u\psi\rangle$. For two electrons, a singlet has a symmetric spatial part and a triplet an antisymmetric one. Let $E_S(u)$ be the lowest value of $E_u[\psi]$ over normalised symmetric $\psi$.

## Four statements about $u$

On a finite grid with at least two points:

1. If $\psi$ is antisymmetric, $H_u\psi$ and $E_u[\psi]$ do not depend on $u$.
2. $E_S(u)$ is nondecreasing in $u$.
3. $E_S(u)$ is bounded above by a number independent of $u$.
4. For every $u$ there is some $v<u$ with $E_S(v)<E_S(u)$.

The fourth statement says that the singlet energy really depends on $u$, but it is weaker than strict increase. In the two-point example with $t=0$, the energy is $\min(u,w)$, which is constant once $u\ge w$.

For two electrons on a fixed grid with a diagonal interaction, it follows that triplet energies carry no information about the choice of $u$, and that even a far too large $u$ can raise the lowest singlet energy only to a finite ceiling.

## Derivation

**Antisymmetric states.** From $\psi_{ii}=-\psi_{ii}$ we get $\psi_{ii}=0$. The parameter $u$ enters $H_u\psi$ only through $u\,\psi_{ii}$, so it drops out.

**A minimiser exists.** Normalisation forces $|\psi_{ij}|\le1$. The normalised symmetric states thus form a closed and bounded set in a finite-dimensional space. The set is not empty, since it contains $|ii\rangle$, and the energy is continuous, so the minimum is attained.

**Monotonicity.** Let $u\le v$ and let $\psi$ be a minimiser at $v$. Then
$$E_v[\psi]-E_u[\psi]=(v-u)\sum_i\psi_{ii}^2\ge0,$$
and so $E_S(u)\le E_u[\psi]\le E_v[\psi]=E_S(v)$.

**The ceiling.** Take two distinct points $i\neq j$ and the trial state $(|ij\rangle+|ji\rangle)/\sqrt2$. The diagonal elements are
$$\langle ij|H_u|ij\rangle=\langle ji|H_u|ji\rangle=h_{ii}+h_{jj}+U_{ij}.$$
The cross terms vanish, because a one-body operator moves one particle and the interaction moves none, while $|ij\rangle$ and $|ji\rangle$ differ in both positions. Hence
$$E_S(u)\le h_{ii}+h_{jj}+U_{ij}.$$

**Dependence on $u$.** The doubly occupied state $|ii\rangle$ gives $E_S(v)\le 2h_{ii}+v$ for every $v$. Given $u$, choose
$$v=\min\big(u-1,\;E_S(u)-2h_{ii}-1\big).$$
Then $v<u$ and $E_S(v)\le E_S(u)-1$.

**A single point.** If the grid has only the point 0, normalisation gives $\psi_{00}^2=1$ and $E_S(u)=2h_{00}+u$. The particles cannot avoid each other and there is no ceiling, which is why statement 3 asks for a second point.

## The Lean file

```lean
import Mathlib

open Finset

namespace TwoParticleDVR

noncomputable section

variable {n : Type*} [Fintype n] [DecidableEq n]

/-- The diagonal repulsion on the grid: `U i j` at distinct points, `u` at coincidence. -/
def repulsion (U : Matrix n n ℝ) (u : ℝ) (i j : n) : ℝ := if i = j then u else U i j

/-- The two-particle Hamiltonian: `h` acts on each particle, and the repulsion multiplies. -/
def hamiltonian (h U : Matrix n n ℝ) (u : ℝ) (ψ : n → n → ℝ) : n → n → ℝ := fun i j =>
  ∑ k, h i k * ψ k j + ∑ k, h j k * ψ i k + repulsion U u i j * ψ i j

/-- The overlap of two real two-particle states. -/
def overlap (φ ψ : n → n → ℝ) : ℝ := ∑ i, ∑ j, φ i j * ψ i j

/-- The quadratic form of the Hamiltonian, which is the mean energy of a normalised state. -/
def energy (h U : Matrix n n ℝ) (u : ℝ) (ψ : n → n → ℝ) : ℝ :=
  overlap ψ (hamiltonian h U u ψ)

/-- The normalised states symmetric under exchange: the spatial parts of singlets. -/
def singletStates : Set (n → n → ℝ) := {ψ | (∀ i j, ψ i j = ψ j i) ∧ overlap ψ ψ = 1}

/-- The infimum of the energy over normalised symmetric states, on a nonempty grid. -/
def singletEnergy (h U : Matrix n n ℝ) (u : ℝ) : ℝ := sInf (energy h U u '' singletStates)

/-- The configuration with particle one at point `i` and particle two at point `j`. -/
def config (i j : n) : n → n → ℝ := fun a b =>
  (if a = i then 1 else 0) * (if b = j then 1 else 0)

/-- The Hamiltonian is linear, and the overlap is linear in its first state. -/
theorem superposition (h U : Matrix n n ℝ) (u : ℝ) (φ ψ : n → n → ℝ) (t : ℝ) :
    hamiltonian h U u (φ + t • ψ) = hamiltonian h U u φ + t • hamiltonian h U u ψ ∧
    ∀ χ, overlap (φ + t • ψ) χ = overlap φ χ + t * overlap ψ χ := by
  constructor
  · funext i j
    simp only [hamiltonian, Pi.add_apply, Pi.smul_apply, smul_eq_mul, mul_add,
      sum_add_distrib, mul_left_comm _ t, ← mul_sum]
    ring
  · intro χ
    simp only [overlap, Pi.add_apply, Pi.smul_apply, smul_eq_mul, add_mul,
      sum_add_distrib, mul_assoc, mul_sum]

omit [DecidableEq n] in
/-- Each squared amplitude is at most the squared norm, which is positive for a nonzero state. -/
theorem overlap_self (φ : n → n → ℝ) :
    (∀ i j, φ i j ^ 2 ≤ overlap φ φ) ∧ (φ ≠ 0 → 0 < overlap φ φ) := by
  have hle : ∀ i j, φ i j ^ 2 ≤ overlap φ φ := fun i j => by
    have h1 := single_le_sum (f := fun b => φ i b * φ i b)
      (fun b _ => mul_self_nonneg _) (mem_univ j)
    have h2 := single_le_sum (f := fun a => ∑ b, φ a b * φ a b)
      (fun a _ => sum_nonneg fun b _ => mul_self_nonneg _) (mem_univ i)
    rw [sq]
    exact h1.trans h2
  refine ⟨hle, fun h0 => ?_⟩
  by_contra hN
  apply h0
  funext i j
  exact (pow_eq_zero_iff two_ne_zero).1
    (le_antisymm ((hle i j).trans (not_lt.1 hN)) (sq_nonneg _))

/-- The overlap with a configuration reads off the amplitude at that pair of points. -/
theorem overlap_config (i j : n) (χ : n → n → ℝ) : overlap (config i j) χ = χ i j := by
  simp only [overlap, config, mul_assoc, ← mul_sum]
  simp

/-- On a nonempty grid some normalised symmetric state attains the singlet energy. -/
theorem singletEnergy_isLeast [Nonempty n] (h U : Matrix n n ℝ) (u : ℝ) :
    IsLeast (energy h U u '' singletStates) (singletEnergy h U u) := by
  have hov : Continuous fun ψ : n → n → ℝ => overlap ψ ψ := by
    simp only [overlap]; fun_prop
  have hen : Continuous fun ψ : n → n → ℝ => energy h U u ψ := by
    simp only [energy, overlap, hamiltonian]; fun_prop
  have hsym : IsClosed {ψ : n → n → ℝ | ∀ i j, ψ i j = ψ j i} := by
    simp only [Set.ofPred_forall]
    exact isClosed_iInter fun i => isClosed_iInter fun j =>
      isClosed_eq (by fun_prop) (by fun_prop)
  have hcl : IsClosed (singletStates : Set (n → n → ℝ)) :=
    hsym.inter (isClosed_eq hov continuous_const)
  -- normalised amplitudes lie between -1 and 1, so the states form a compact set
  have hb : ∀ ψ ∈ (singletStates : Set (n → n → ℝ)), ∀ i j, |ψ i j| ≤ 1 :=
    fun ψ hψ i j => (sq_le_one_iff_abs_le_one _).1
      (((overlap_self ψ).1 i j).trans (le_of_eq hψ.2))
  have hK : IsCompact (singletStates : Set (n → n → ℝ)) :=
    (isCompact_Icc (a := fun (_ _ : n) => (-1 : ℝ)) (b := fun _ _ => 1)).of_isClosed_subset
      hcl fun ψ hψ => ⟨fun i j => (abs_le.1 (hb ψ hψ i j)).1,
        fun i j => (abs_le.1 (hb ψ hψ i j)).2⟩
  obtain ⟨i⟩ := ‹Nonempty n›
  have hne : (singletStates : Set (n → n → ℝ)).Nonempty :=
    ⟨config i i, fun a b => mul_comm _ _, by rw [overlap_config]; simp [config]⟩
  exact (hK.image hen).isLeast_sInf (hne.image _)

/-- Variational bound: the quadratic form of the Hamiltonian in a symmetric state is at least
the singlet energy times the squared norm. -/
theorem singletEnergy_mul_le [Nonempty n] (h U : Matrix n n ℝ) (u : ℝ) {φ : n → n → ℝ}
    (hφ : ∀ i j, φ i j = φ j i) :
    singletEnergy h U u * overlap φ φ ≤ energy h U u φ := by
  by_cases h0 : φ = 0
  · simp [h0, energy, overlap]
  have hN := (overlap_self φ).2 h0
  obtain ⟨s, hs0, hs⟩ : ∃ s : ℝ, 0 < s ∧ s * s = overlap φ φ :=
    ⟨√(overlap φ φ), Real.sqrt_pos.2 hN, Real.mul_self_sqrt hN.le⟩
  have hsc : ∀ χ, overlap (s⁻¹ • φ) (s⁻¹ • χ) = s⁻¹ * (s⁻¹ * overlap φ χ) := fun χ => by
    simp only [overlap, Pi.smul_apply, smul_eq_mul, mul_sum]
    exact sum_congr rfl fun i _ => sum_congr rfl fun j _ => by ring
  have hz : hamiltonian h U u 0 = 0 := by funext i j; simp [hamiltonian]
  have hH := (superposition h U u 0 φ s⁻¹).1
  rw [zero_add, hz, zero_add] at hH
  -- normalise the state and compare with the minimum
  have hmem : s⁻¹ • φ ∈ singletStates :=
    ⟨fun i j => congrArg (s⁻¹ * ·) (hφ i j), by rw [hsc, ← hs]; field_simp⟩
  have hE := (singletEnergy_isLeast h U u).2 ⟨_, hmem, rfl⟩
  rw [energy, hH, hsc] at hE
  rw [← hs]
  calc singletEnergy h U u * (s * s)
      ≤ s⁻¹ * (s⁻¹ * overlap φ (hamiltonian h U u φ)) * (s * s) :=
        mul_le_mul_of_nonneg_right hE (mul_self_nonneg s)
    _ = energy h U u φ := by rw [energy]; field_simp

/-- For symmetric `U`, the singlet energy is at most the two on-site energies plus the
repulsion of any pair of grid points, equal or distinct. -/
theorem singletEnergy_le_config (h : Matrix n n ℝ) {U : Matrix n n ℝ} (hU : U.IsSymm)
    (u : ℝ) (i j : n) :
    singletEnergy h U u ≤ h i i + h j j + repulsion U u i j := by
  have : Nonempty n := ⟨i⟩
  by_cases hij : i = j
  · rw [← hij]
    have b := singletEnergy_mul_le h U u (φ := config i i) fun a b => mul_comm _ _
    rw [energy, overlap_config, overlap_config] at b
    simp [config, hamiltonian] at b
    linarith
  · have b := singletEnergy_mul_le h U u (φ := config i j + (1 : ℝ) • config j i)
      fun a b => by
        simp only [config, Pi.add_apply, Pi.smul_apply, smul_eq_mul]; ring
    simp only [energy, (superposition h U u (config i j) (config j i) 1).2,
      overlap_config] at b
    have hrep : repulsion U u j i = repulsion U u i j := by
      simp [repulsion, hij, Ne.symm hij, hU.apply i j]
    simp [config, hamiltonian, hij, Ne.symm hij] at b
    linarith

/-- For symmetric `U` on a grid of at least two points, antisymmetric states do not feel `u`.
The lowest energy of symmetric states is nondecreasing and bounded above in `u`, and from any
`u` it is strictly lowered by some smaller coincidence value. -/
theorem only_singlets_feel_coincidence [Nontrivial n] (h : Matrix n n ℝ)
    {U : Matrix n n ℝ} (hU : U.IsSymm) :
    (∀ ψ : n → n → ℝ, (∀ i j, ψ i j = -ψ j i) → ∀ u v,
      hamiltonian h U u ψ = hamiltonian h U v ψ ∧ energy h U u ψ = energy h U v ψ) ∧
    Monotone (singletEnergy h U) ∧ BddAbove (Set.range (singletEnergy h U)) ∧
    ∀ u, ∃ v < u, singletEnergy h U v < singletEnergy h U u := by
  obtain ⟨i, j, hij⟩ := exists_pair_ne n
  refine ⟨fun ψ hψ u v => ?_, fun u v huv => ?_,
    ⟨h i i + h j j + U i j, ?_⟩, fun u => ?_⟩
  · -- an antisymmetric state vanishes at coincidence
    have hH : hamiltonian h U u ψ = hamiltonian h U v ψ := by
      funext a b
      by_cases hab : a = b
      · have h0 : ψ a b = 0 := by rw [← hab]; linarith [hψ a a]
        simp only [hamiltonian, h0, mul_zero]
      · simp only [hamiltonian, repulsion, if_neg hab]
    exact ⟨hH, by rw [energy, energy, hH]⟩
  · -- the minimiser at the larger value is a trial state at the smaller one
    obtain ⟨⟨ψ, hψ, hE⟩, -⟩ := singletEnergy_isLeast h U v
    rw [← hE]
    refine ((singletEnergy_isLeast h U u).2 ⟨ψ, hψ, rfl⟩).trans ?_
    simp only [energy, overlap, hamiltonian]
    refine sum_le_sum fun a _ => sum_le_sum fun b _ => ?_
    have hrep : repulsion U u a b ≤ repulsion U v a b := by
      unfold repulsion
      split_ifs
      · exact huv
      · exact le_rfl
    nlinarith [mul_le_mul_of_nonneg_right hrep (mul_self_nonneg (ψ a b))]
  · rintro _ ⟨u, rfl⟩
    simpa only [repulsion, if_neg hij] using singletEnergy_le_config h hU u i j
  · -- a doubly occupied point pulls the energy down without limit
    refine ⟨min (u - 1) (singletEnergy h U u - 2 * h i i - 1), ?_, ?_⟩
    · linarith [min_le_left (u - 1) (singletEnergy h U u - 2 * h i i - 1)]
    · have h1 := singletEnergy_le_config h hU
        (min (u - 1) (singletEnergy h U u - 2 * h i i - 1)) i i
      simp only [repulsion, if_true] at h1
      linarith [min_le_right (u - 1) (singletEnergy h U u - 2 * h i i - 1)]

/-- On a grid with a single point the singlet energy is twice the on-site energy plus `u`. -/
theorem singletEnergy_one_point (h U : Matrix (Fin 1) (Fin 1) ℝ) (u : ℝ) :
    singletEnergy h U u = 2 * h 0 0 + u := by
  obtain ⟨⟨ψ, hψ, hE⟩, -⟩ := singletEnergy_isLeast h U u
  have h1 : overlap ψ ψ = 1 := hψ.2
  rw [← hE]
  simp only [energy, overlap, hamiltonian, repulsion, univ_unique, Fin.default_eq_zero,
    sum_singleton, if_true] at h1 ⊢
  linear_combination (2 * h 0 0 + u) * h1

end

end TwoParticleDVR
```

```lean
#print axioms TwoParticleDVR.only_singlets_feel_coincidence
#print axioms TwoParticleDVR.singletEnergy_one_point
```

```
'TwoParticleDVR.only_singlets_feel_coincidence' depends on axioms: [propext, Classical.choice, Quot.sound]
'TwoParticleDVR.singletEnergy_one_point' depends on axioms: [propext, Classical.choice, Quot.sound]
```

## How the Lean statement maps to the physics

The finite type `n` is the set of grid points, and `ψ : n → n → ℝ` is the spatial amplitude. Spin does not appear; `singletStates` is the set of normalised exchange-symmetric amplitudes. The function `repulsion` is $W$, and it ignores the diagonal of the matrix `U`. The number `u` may have either sign.

`energy` is the quadratic form $\langle\psi,H_u\psi\rangle$, defined for unnormalised states too, and `singletEnergy` is its infimum over `singletStates`. In the main theorem, `only_singlets_feel_coincidence`, the assumption `[Nontrivial n]` supplies two distinct points. `hU` says that the repulsion does not depend on which particle is called the first. The conclusions appear in the order of the four statements, with `Monotone` for the second and `BddAbove` of the range for the third.

The theorem does not assume that `h` is symmetric, although a physical real one-body matrix is. For symmetric `h`, ordinary linear algebra identifies the minimum with the lowest eigenvalue in the symmetric sector; the file itself works with the minimum and derives no eigenvalue equation. The grid is fixed throughout, so nothing is said about the limit of fine spacing.

## The proof in Lean

Three lemmas prepare the algebra. `superposition` gives linearity of the Hamiltonian and of the overlap in its first state. `overlap_self` bounds each squared amplitude by the squared norm and shows that a nonzero state has positive norm. `overlap_config` says that the overlap with `config i j`, the state $|ij\rangle$, reads off the amplitude at $(i,j)$.

`singletEnergy_isLeast` is the existence of a minimiser. It places the closed set of states inside the box of amplitudes between $-1$ and $1$, which is compact, and uses continuity of the energy. `IsLeast` then provides both an attaining state and the lower bound.

`singletEnergy_mul_le` extends the variational bound to unnormalised symmetric states $\varphi$, in the form $E_S(u)\langle\varphi,\varphi\rangle\le\langle\varphi,H_u\varphi\rangle$. The zero state is treated separately, and any other state is divided by its norm `s`.

`singletEnergy_le_config` evaluates this bound on the trial states. For distinct points it uses $|ij\rangle+|ji\rangle$, whose squared norm is 2, so both sides are twice the normalised values above. `simp` evaluates the matrix elements and removes the cross terms, and `linarith` finishes.

The main theorem then follows the derivation. For antisymmetric states, it splits on whether the two points coincide. For monotonicity, it compares the energy sums term by term: `hrep` states $W_{ab}(u)\le W_{ab}(v)$, and `nlinarith` uses this inequality multiplied by $\psi_{ab}^2$. The ceiling is `singletEnergy_le_config` at two distinct points. The last part applies the same lemma at equal points, with the value of $v$ chosen above.

`singletEnergy_one_point` takes a minimiser on `Fin 1`, where every sum has one term, and multiplies the normalisation condition by $2h_{00}+u$.
